# The s-wave band bottom of a small hard sphere in a Wigner-Seitz sphere: E s³/(3a) = 1 + (9/5)(a/s) + O((a/s)²)

Put a hard sphere of radius a at the centre of a Wigner-Seitz sphere of radius s. Let κ be the wavenumber between the two spheres, so that the energy is E = κ² in units where ħ²/2m = 1, and write x = κs and ε = a/s. The lowest s-wave with zero slope at s obeys

x(1 − ε) = arctan x.

For small x, keep only arctan x ≈ x − x³/3. The linear terms cancel, leaving

x² ≈ 3ε, that is, E = κ² ≈ 3a/s³.

The next term of the arctangent, x⁵/5, turns this into x² ≈ 3ε + (3/5)x⁴ ≈ 3ε + (27/5)ε². Dividing by 3ε gives the relative correction (9/5)ε. The Lean file makes this expansion rigorous, with an explicit error bound.

For electronic structure, this gives a reference value, when a/s is small, for the bottom of an s band in the cellular method, within a non-interacting model with a hard core and a spherical cell.

```lean
import Mathlib

open Real Set Filter Topology

namespace HardSphereWignerSeitz

noncomputable section
```

The file loads Mathlib and opens the names it needs. All quantities below are real numbers.

```lean
/-- The reduced s-wave `u(r) = sin (κ (r - a))` outside a hard sphere of radius `a`. -/
def reducedWave (κ a r : ℝ) : ℝ := sin (κ * (r - a))
```

This is the reduced wave u(r) = sin(κ(r − a)). The formula makes sense for every r, but the physical region is a ≤ r ≤ s.

```lean
/-- The radial s-wave `u(r) / r`, for `r ≠ 0`. -/
def radialWave (κ a r : ℝ) : ℝ := reducedWave κ a r / r
```

The radial wave is R(r) = u(r)/r. Its amplitude is not normalised, which does not affect a zero-slope condition.

```lean
/-- The band-bottom condition `κ (s - a) = arctan (κ s)` for a positive wavenumber `κ`. -/
def IsBandBottom (a s κ : ℝ) : Prop := 0 < κ ∧ κ * (s - a) = arctan (κ * s)
```

`IsBandBottom a s κ` is a proposition: κ is positive and κ(s − a) = arctan(κs). So far the name is only a label; a later theorem shows that, for 0 < a < s, this κ is the smallest positive wavenumber whose radial wave has zero slope at s.

```lean
lemma hasDerivAt_reducedWave (κ a r : ℝ) :
    HasDerivAt (reducedWave κ a) (κ * cos (κ * (r - a))) r := by
  have h : HasDerivAt (fun r => κ * (r - a)) κ r :=
    (((hasDerivAt_id' r).sub_const a).const_mul κ).congr_deriv (mul_one κ)
  exact h.sin.congr_deriv (by ring)
```

`HasDerivAt f f' r` says that f is differentiable at r with derivative f'. Here the chain rule gives u'(r) = κ cos(κ(r − a)).

```lean
/-- The reduced wave vanishes on the hard sphere and solves the free radial equation
`u'' = -κ² u`. -/
theorem reducedWave_schrodinger (κ a : ℝ) :
    reducedWave κ a a = 0 ∧
      ∀ r, HasDerivAt (deriv (reducedWave κ a)) (-κ ^ 2 * reducedWave κ a r) r := by
  refine ⟨by simp [reducedWave], fun r => ?_⟩
  have h : HasDerivAt (fun r => κ * (r - a)) κ r :=
    (((hasDerivAt_id' r).sub_const a).const_mul κ).congr_deriv (mul_one κ)
  have e : deriv (reducedWave κ a) = fun r => κ * cos (κ * (r - a)) :=
    funext fun r => (hasDerivAt_reducedWave κ a r).deriv
  rw [e]
  exact (h.cos.const_mul κ).congr_deriv (by simp only [reducedWave]; ring)
```

The wave vanishes on the hard sphere, u(a) = 0, and differentiating once more gives

u'' = −κ²u.

This is the free radial Schrödinger equation for zero angular momentum, in units where ħ²/2m = 1 and hence E = κ². The proof replaces the first derivative by its explicit formula and differentiates that.

```lean
/-- For `s ≠ 0`, the radial wave has zero slope at `s` exactly when `κ s cos (κ (s - a)) = sin (κ (s
- a))`. -/
theorem zero_slope_iff {κ a s : ℝ} (hs : s ≠ 0) :
    HasDerivAt (radialWave κ a) 0 s ↔ κ * s * cos (κ * (s - a)) = sin (κ * (s - a)) := by
  have h : HasDerivAt (radialWave κ a)
      ((κ * cos (κ * (s - a)) * s - sin (κ * (s - a)) * 1) / s ^ 2) s :=
    (hasDerivAt_reducedWave κ a s).fun_div (hasDerivAt_id' s) hs
  constructor
  · intro h0
    have e := (div_eq_zero_iff.1 (h0.unique h).symm).resolve_right (pow_ne_zero 2 hs)
    linarith
  · intro e
    exact h.congr_deriv (div_eq_zero_iff.2 (Or.inl (by linarith)))
```

With θ = κ(s − a), the quotient rule gives

R'(s) = (κs cos θ − sin θ)/s².

For s ≠ 0 the slope therefore vanishes exactly when κs cos θ = sin θ. In the forward direction, Lean uses the fact that a function has only one derivative at a point.

Zero slope at s is the Wigner-Seitz boundary condition. It stands for a zone-centre state that joins smoothly onto its copies in neighbouring cells, with each cell replaced by a sphere. The file takes this condition as given and does not derive it from a crystal.

```lean
lemma nonneg_of_slope {F F' : ℝ → ℝ} (h : ∀ x, HasDerivAt F (F' x) x) (h0 : F 0 = 0)
    (hp : ∀ x, 0 ≤ x → 0 ≤ F' x) {x : ℝ} (hx : 0 ≤ x) : 0 ≤ F x := by
  have m : MonotoneOn F (Ici 0) := monotoneOn_of_deriv_nonneg (convex_Ici 0)
    (fun y _ => (h y).continuousAt.continuousWithinAt)
    (fun y _ => (h y).differentiableAt.differentiableWithinAt)
    (fun y hy => by rw [(h y).deriv]; exact hp y (interior_subset hy))
  have := m (mem_Ici.2 le_rfl) (mem_Ici.2 hx) hx
  rwa [h0] at this
```

If F(0) = 0 and F' ≥ 0 for x ≥ 0, then F ≥ 0 there. This monotonicity argument supplies the arctangent bounds in the next theorem.

```lean
/-- Four bounds on `x - arctan x` for `x ≥ 0`: three polynomial ones and a rational one. -/
theorem arctan_defect_bounds {x : ℝ} (hx : 0 ≤ x) :
    x - arctan x ≤ x ^ 3 / 3 ∧ x ^ 3 / 3 - x ^ 5 / 5 ≤ x - arctan x ∧
      x - arctan x ≤ x ^ 3 / 3 - x ^ 5 / 5 + x ^ 7 / 7 ∧
      x ^ 3 ≤ 3 * (1 + x ^ 2) * (x - arctan x) := by
  have p2 (y : ℝ) : HasDerivAt (fun x : ℝ => x ^ 2) (2 * y) y := by
    simpa using hasDerivAt_pow 2 y
  have p3 (y : ℝ) : HasDerivAt (fun x : ℝ => x ^ 3) (3 * y ^ 2) y := by
    simpa using hasDerivAt_pow 3 y
  have p5 (y : ℝ) : HasDerivAt (fun x : ℝ => x ^ 5) (5 * y ^ 4) y := by
    simpa using hasDerivAt_pow 5 y
  have p7 (y : ℝ) : HasDerivAt (fun x : ℝ => x ^ 7) (7 * y ^ 6) y := by
    simpa using hasDerivAt_pow 7 y
  have d (y : ℝ) : HasDerivAt (fun x => x - arctan x) (y ^ 2 / (1 + y ^ 2)) y :=
    ((hasDerivAt_id' y).fun_sub (hasDerivAt_arctan y)).congr_deriv (by field_simp; ring)
  have b0 {y : ℝ} (hy : 0 ≤ y) : 0 ≤ y - arctan y :=
    nonneg_of_slope d (by simp) (fun z _ => by positivity) hy
  have b1 : 0 ≤ x ^ 3 / 3 - (x - arctan x) :=
    nonneg_of_slope (F := fun x => x ^ 3 / 3 - (x - arctan x))
      (F' := fun y => y ^ 4 / (1 + y ^ 2))
      (fun y => (((p3 y).div_const 3).fun_sub (d y)).congr_deriv (by field_simp; ring))
      (by simp) (fun y _ => (by positivity : 0 ≤ y ^ 4 / (1 + y ^ 2))) hx
  have b2 : 0 ≤ (x - arctan x) - (x ^ 3 / 3 - x ^ 5 / 5) :=
    nonneg_of_slope (F := fun x => (x - arctan x) - (x ^ 3 / 3 - x ^ 5 / 5))
      (F' := fun y => y ^ 6 / (1 + y ^ 2))
      (fun y => ((d y).fun_sub (((p3 y).div_const 3).fun_sub
        ((p5 y).div_const 5))).congr_deriv (by field_simp; ring))
      (by simp) (fun y _ => (by positivity : 0 ≤ y ^ 6 / (1 + y ^ 2))) hx
  have b3 : 0 ≤ x ^ 3 / 3 - x ^ 5 / 5 + x ^ 7 / 7 - (x - arctan x) :=
    nonneg_of_slope (F := fun x => x ^ 3 / 3 - x ^ 5 / 5 + x ^ 7 / 7 - (x - arctan x))
      (F' := fun y => y ^ 8 / (1 + y ^ 2))
      (fun y => (((((p3 y).div_const 3).fun_sub ((p5 y).div_const 5)).fun_add
        ((p7 y).div_const 7)).fun_sub (d y)).congr_deriv (by field_simp; ring))
      (by simp) (fun y _ => (by positivity : 0 ≤ y ^ 8 / (1 + y ^ 2))) hx
  have b4 : 0 ≤ 3 * (1 + x ^ 2) * (x - arctan x) - x ^ 3 :=
    nonneg_of_slope (F := fun x => 3 * (1 + x ^ 2) * (x - arctan x) - x ^ 3)
      (F' := fun y => 6 * y * (y - arctan y))
      (fun y => (((((p2 y).const_add 1).const_mul 3).fun_mul (d y)).fun_sub
        (p3 y)).congr_deriv (by field_simp; ring))
      (by simp) (fun y hy => mul_nonneg (by positivity) (b0 hy)) hx
  exact ⟨by linarith, by linarith, by linarith, by linarith⟩
```

Write D(x) = x − arctan x, so that D' = x²/(1 + x²). For x ≥ 0 the theorem states

D ≤ x³/3,
x³/3 − x⁵/5 ≤ D ≤ x³/3 − x⁵/5 + x⁷/7,
x³ ≤ 3(1 + x²)D.

In each case, subtract the smaller side from the larger and differentiate. The three polynomial bounds give the slopes x⁴/(1 + x²), x⁶/(1 + x²) and x⁸/(1 + x²), all non-negative. The last bound gives 6xD, which is non-negative because D ≥ 0. These are the facts `b1` to `b4`.

```lean
/-- For `0 < a < s` the band-bottom condition has exactly one positive solution. -/
theorem bandBottom_existsUnique {a s : ℝ} (ha : 0 < a) (has : a < s) :
    ∃! κ, IsBandBottom a s κ := by
  have hs : 0 < s := ha.trans has
  have hd (k : ℝ) : HasDerivAt (fun k => arctan (k * s) - k * (s - a))
      (1 / (1 + (k * s) ^ 2) * s - (s - a)) k :=
    ((((hasDerivAt_id' k).mul_const s).arctan).fun_sub
      ((hasDerivAt_id' k).mul_const (s - a))).congr_deriv (by ring)
  have hc : Continuous (fun k => arctan (k * s) - k * (s - a)) :=
    continuous_iff_continuousAt.2 fun k => (hd k).continuousAt
  -- two positive roots would give two zeros of a strictly decreasing slope
  have key : ∀ p q, IsBandBottom a s p → IsBandBottom a s q → ¬ p < q := by
    rintro p q ⟨hp, ep⟩ ⟨_, eq⟩ hpq
    obtain ⟨c, hc1, ec⟩ := exists_hasDerivAt_eq_zero hp hc.continuousOn
      (by simp [ep]) (fun k _ => hd k)
    obtain ⟨d, hd1, ed⟩ := exists_hasDerivAt_eq_zero hpq hc.continuousOn
      (by simp [ep, eq]) (fun k _ => hd k)
    have hc0 : 0 < c := hc1.1
    have hcd : c < d := hc1.2.trans hd1.1
    have hlt : 1 / (1 + (d * s) ^ 2) < 1 / (1 + (c * s) ^ 2) :=
      one_div_lt_one_div_of_lt (by positivity) (by gcongr)
    have := mul_lt_mul_of_pos_right hlt hs
    linarith
  -- a sign change between `a / s²` and `2 / (s - a)` gives existence
  have hsa : 0 < s - a := sub_pos.2 has
  have ht : 0 < a / s := div_pos ha hs
  have ht1 : a / s < 1 := (div_lt_one hs).2 has
  have hts : a / s * s = a := div_mul_cancel₀ a hs.ne'
  have hu : a / s / s * s = a / s := div_mul_cancel₀ _ hs.ne'
  have hu0 : 0 < a / s / s := div_pos ht hs
  have hle : a / s / s ≤ 2 / (s - a) := by
    rw [le_div_iff₀ hsa]
    nlinarith [mul_pos hu0 ha]
  have hlow : 0 ≤ arctan (a / s / s * s) - a / s / s * (s - a) := by
    have e : a / s / s * (s - a) = a / s - (a / s) ^ 2 := by
      linear_combination (1 - a / s) * hu + a / s / s * hts
    rw [e, hu]
    have b := (arctan_defect_bounds ht.le).1
    nlinarith [mul_nonneg (sq_nonneg (a / s)) (sub_nonneg.2 ht1.le), sq_nonneg (a / s)]
  have hhigh : arctan (2 / (s - a) * s) - 2 / (s - a) * (s - a) ≤ 0 := by
    rw [div_mul_cancel₀ _ hsa.ne']
    linarith [arctan_lt_pi_div_two (2 / (s - a) * s), pi_le_four]
  obtain ⟨κ, hκ, e⟩ := intermediate_value_Icc' hle hc.continuousOn ⟨hhigh, hlow⟩
  have hκb : IsBandBottom a s κ := ⟨hu0.trans_le hκ.1, (sub_eq_zero.1 e).symm⟩
  exact ⟨κ, hκb, fun q hq => le_antisymm (not_lt.1 (key κ q hκb hq))
    (not_lt.1 (key q κ hq hκb))⟩
```

The symbol `∃!` means "there is exactly one". Consider

f(k) = arctan(ks) − k(s − a),
f'(k) = s/(1 + k²s²) − (s − a).

Uniqueness: f(0) = 0, so two positive roots p < q would make three zeros. Rolle's theorem would then give f' a zero between 0 and p and another between p and q. But f' is strictly decreasing for k ≥ 0, so this is impossible. In Lean this is `key`.

Existence: start at k = a/s², which keeps away from the trivial root k = 0. With t = a/s < 1,

f(a/s²) = arctan t − t + t² ≥ t² − t³/3 ≥ 0.

At k = 2/(s − a),

f(k) = arctan(ks) − 2 < π/2 − 2 < 0.

The intermediate value theorem gives a root between the two points, and it is positive.

```lean
/-- For `0 < a < s`, the band-bottom condition selects the least positive wavenumber whose radial
wave has zero slope at the Wigner-Seitz radius. -/
theorem isBandBottom_iff_isLeast {a s κ : ℝ} (ha : 0 < a) (has : a < s) :
    IsBandBottom a s κ ↔ IsLeast {q | 0 < q ∧ HasDerivAt (radialWave q a) 0 s} κ := by
  have hs : s ≠ 0 := (ha.trans has).ne'
  have fwd : ∀ k, IsBandBottom a s k →
      IsLeast {q | 0 < q ∧ HasDerivAt (radialWave q a) 0 s} k := by
    rintro k ⟨hk, e⟩
    refine ⟨⟨hk, (zero_slope_iff hs).2 ?_⟩, ?_⟩
    · have t := tan_arctan (k * s)
      rw [tan_eq_sin_div_cos, div_eq_iff (cos_arctan_pos _).ne'] at t
      rw [e]
      exact t.symm
    · rintro q ⟨hq, hd⟩
      by_contra hlt
      have hqk : q < k := not_le.1 hlt
      have hsa : 0 < s - a := sub_pos.2 has
      have h0 : 0 < q * (s - a) := mul_pos hq hsa
      have h1 : q * (s - a) < π / 2 := by
        linarith [mul_lt_mul_of_pos_right hqk hsa, arctan_lt_pi_div_two (k * s)]
      have h2 : -(π / 2) < q * (s - a) := by linarith [pi_pos]
      -- below `π / 2` the zero-slope condition is on the arctan branch
      have t : tan (q * (s - a)) = q * s := by
        rw [tan_eq_sin_div_cos, div_eq_iff (cos_pos_of_mem_Ioo ⟨h2, h1⟩).ne']
        exact ((zero_slope_iff hs).1 hd).symm
      have hb : IsBandBottom a s q := ⟨hq, by rw [← t, arctan_tan h2 h1]⟩
      exact hqk.ne ((bandBottom_existsUnique ha has).unique hb ⟨hk, e⟩)
  refine ⟨fwd κ, fun h => ?_⟩
  obtain ⟨k, hk, _⟩ := bandBottom_existsUnique ha has
  rwa [h.unique (fwd k hk)]
```

`IsLeast S κ` says that κ belongs to the set S and that no member of S is smaller. Here S contains the positive wavenumbers whose radial wave has zero slope at s.

Suppose κ satisfies the arctangent condition. Then tan θ = κs, so the slope is zero. If a smaller q > 0 also gave zero slope, then

0 < q(s − a) < κ(s − a) < π/2.

On this interval the tangent can be inverted, so q(s − a) = arctan(qs), which contradicts uniqueness. Conversely, a set has at most one least element, and the arctangent root, which exists, is that element.

The comparison covers s-waves of positive wavenumber only. Higher angular momenta, non-spherical cells and dispersion across the band are not treated.

```lean
lemma scaled_bound {x ε : ℝ} (hx : 0 < x) (he : 0 < ε) (he6 : ε ≤ 1 / 6)
    (h : x * (1 - ε) = arctan x) :
    |x ^ 2 - 3 * ε - 27 / 5 * ε ^ 2| ≤ 99 * ε ^ 3 := by
  obtain ⟨b1, b2, b3, b4⟩ := arctan_defect_bounds hx.le
  rw [← h] at b1 b2 b3 b4
  -- divide the four bounds by `x`
  have c1 : ε ≤ x ^ 2 / 3 := le_of_mul_le_mul_left (by linarith) hx
  have c2 : x ^ 2 / 3 - x ^ 4 / 5 ≤ ε := le_of_mul_le_mul_left (by linarith) hx
  have c3 : ε ≤ x ^ 2 / 3 - x ^ 4 / 5 + x ^ 6 / 7 :=
    le_of_mul_le_mul_left (by linarith) hx
  have c4 : x ^ 2 ≤ 3 * (1 + x ^ 2) * ε := le_of_mul_le_mul_left (by linarith) hx
  have u1 : x ^ 2 ≤ 6 * ε := by
    nlinarith [mul_nonneg (sq_nonneg x) (sub_nonneg.2 he6)]
  have u2 : x ^ 2 ≤ 3 * ε * (1 + 6 * ε) := by
    nlinarith [mul_le_mul_of_nonneg_left u1 he.le]
  have q1 := pow_le_pow_left₀ (sq_nonneg x) u2 2
  have q2 := pow_le_pow_left₀ (by positivity) (show 3 * ε ≤ x ^ 2 by linarith) 2
  have q3 := pow_le_pow_left₀ (sq_nonneg x) u1 3
  have e3 : 0 < ε ^ 3 := by positivity
  have e4 := mul_le_mul_of_nonneg_left he6 e3.le
  rw [abs_le]
  constructor <;> nlinarith only [c2, c3, q1, q2, q3, e3, e4]
```

In scaled variables the condition reads D(x) = εx. Put y = x² and divide the bounds by x:

y/3 − y²/5 ≤ ε ≤ y/3 − y²/5 + y³/7,
3ε ≤ y ≤ 3(1 + y)ε.

Since ε ≤ 1/6, the last inequality gives y ≤ 3ε + y/2, hence y ≤ 6ε. Putting this back in gives y ≤ 3ε(1 + 6ε). Then, from above,

y − 3ε ≤ (3/5)y² ≤ (27/5)ε²(1 + 6ε)² ≤ (27/5)ε² + 97.2ε³,

and from below,

y − 3ε ≥ (3/5)y² − (3/7)y³ ≥ (27/5)ε² − (648/7)ε³.

Both errors are below 99ε³. The Lean names `c1` to `c4` are the divided bounds, `u1` and `u2` are the two upper estimates of y, `q1` and `q3` are powers of these, and `q2` is the square of the lower estimate 3ε ≤ y. The tactic `nlinarith` combines such inequalities, multiplying them together where needed.

```lean
/-- For `0 < a ≤ s / 6` and `E = κ²`, where `κ` satisfies the band-bottom condition, the scaled
correction `(E s³ / (3 a) - 1) s / a` differs from `9/5` by at most `33 a / s`. -/
theorem bandBottom_correction_bound {a s κ : ℝ} (ha : 0 < a) (has : a ≤ s / 6)
    (h : IsBandBottom a s κ) :
    |(κ ^ 2 * s ^ 3 / (3 * a) - 1) * (s / a) - 9 / 5| ≤ 33 * (a / s) := by
  have hs : 0 < s := by linarith
  have ht : 0 < a / s := div_pos ha hs
  have hts : a / s * s = a := div_mul_cancel₀ a hs.ne'
  have b := scaled_bound (mul_pos h.1 hs) ht
    (by rw [div_le_iff₀ hs]; linarith)
    (by rw [← h.2]; linear_combination -κ * hts)
  have e : (κ ^ 2 * s ^ 3 / (3 * a) - 1) * (s / a) - 9 / 5 =
      ((κ * s) ^ 2 - 3 * (a / s) - 27 / 5 * (a / s) ^ 2) / (3 * (a / s) ^ 2) := by
    field_simp
    ring
  have hp : 0 < 3 * (a / s) ^ 2 := by positivity
  rw [e, abs_div, abs_of_pos hp, div_le_iff₀ hp]
  exact b.trans_eq (by ring)
```

Substituting x = κs and ε = a/s gives the identity

(E s³/(3a) − 1)(s/a) − 9/5 = (x² − 3ε − (27/5)ε²)/(3ε²).

The previous lemma bounds the right-hand side by 99ε³/(3ε²) = 33ε. The constant is generous: at a/s = 0.01 the bound is 0.33, while the actual difference from 9/5 is about 0.03.

```lean
/-- At fixed `s`, the band-bottom energy `E = κ²` satisfies
`(E s³ / (3 a) - 1) s / a → 9/5` as the hard-sphere radius `a` tends to zero. -/
theorem bandBottom_correction_tendsto {s : ℝ} (hs : 0 < s) {κ : ℝ → ℝ}
    (h : ∀ a, 0 < a → a < s → IsBandBottom a s (κ a)) :
    Tendsto (fun a => (κ a ^ 2 * s ^ 3 / (3 * a) - 1) * (s / a)) (𝓝[>] 0) (𝓝 (9 / 5)) := by
  have hc : Continuous (fun a : ℝ => 33 * (a / s)) := by fun_prop
  have h0 : Tendsto (fun a : ℝ => 33 * (a / s)) (𝓝[>] 0) (𝓝 0) :=
    (hc.tendsto' 0 0 (by simp)).mono_left nhdsWithin_le_nhds
  refine tendsto_sub_nhds_zero_iff.1 (squeeze_zero_norm' ?_ h0)
  filter_upwards [Ioo_mem_nhdsGT (show (0 : ℝ) < s / 6 by positivity)] with a ha
  rw [Real.norm_eq_abs]
  exact bandBottom_correction_bound ha.1 ha.2.le (h a ha.1 (by linarith [ha.2]))

end

end HardSphereWignerSeitz
```

Here κ is a function of a, and the hypothesis `h` says that κ(a) is the band-bottom wavenumber whenever 0 < a < s. The existence theorem guarantees that there is such a function. `Tendsto` expresses the limit, and `𝓝[>] 0` means that a approaches zero from above:

(E s³/(3a) − 1)(s/a) → 9/5.

The proof restricts attention to 0 < a < s/6, where the distance from 9/5 is at most 33a/s, and squeezes it to zero.

```lean
#print axioms HardSphereWignerSeitz.reducedWave_schrodinger
-- 'HardSphereWignerSeitz.reducedWave_schrodinger' depends on axioms: [propext, Classical.choice, Quot.sound]
#print axioms HardSphereWignerSeitz.isBandBottom_iff_isLeast
-- 'HardSphereWignerSeitz.isBandBottom_iff_isLeast' depends on axioms: [propext, Classical.choice, Quot.sound]
#print axioms HardSphereWignerSeitz.bandBottom_correction_tendsto
-- 'HardSphereWignerSeitz.bandBottom_correction_tendsto' depends on axioms: [propext, Classical.choice, Quot.sound]
```
